# Longitudinal electron-gas response at phase velocities far above the Fermi velocity: kinetic coefficient 3/5, Thomas-Fermi hydrodynamic coefficient 1/3

## Response factors, pressure and Fermi velocity

Atomic units are used, so the electron mass is 1. A uniform, three-dimensional, spin-unpolarised electron gas of density \(n\) at zero temperature, with Fermi velocity \(v_F\), is probed at wave number \(q\) and frequency \(\omega\), and \(s = qv_F/\omega\). With \(\omega_p\) the plasma frequency, the longitudinal dielectric function is written as \(1 - (\omega_p^2/\omega^2)F(s)\), and two models for the factor \(F\) are compared.

```lean
import Mathlib

open Filter Topology Set

namespace HydrodynamicDispersion

noncomputable section
```

The collisionless semiclassical factor is
\[ g(s) = \frac32\int_{-1}^{1}\frac{u^2}{1-s^2u^2}\,du , \]
where \(u\) is the cosine of the angle between the electron velocity and the wave vector. The range \(|s|<1\) means a phase velocity above \(v_F\); for \(|s|\ge1\) the integrand is not integrable and Lean returns 0, a value no theorem below uses.

```lean
/-- Kinetic response factor `g(s) = (3/2) ∫_{-1}^{1} u² / (1 - s² u²) du`, with `s = q v_F / ω`
and `u` the cosine of the angle between the velocity and `q`. -/
def kinetic (s : ℝ) : ℝ := 3 / 2 * ∫ u in (-1 : ℝ)..1, u ^ 2 / (1 - s ^ 2 * u ^ 2)
```

The hydrodynamic factor is \(h_b(s) = 1/(1-bs^2)\). The constant \(b = \beta^2/v_F^2\) is the squared sound speed \(\beta^2\) of the electron fluid in units of \(v_F^2\).

```lean
/-- Hydrodynamic response factor `1 / (1 - b s²)`, with `b` the squared sound speed in units
of `v_F²`. -/
def hydro (b s : ℝ) : ℝ := 1 / (1 - b * s ^ 2)
```

The Thomas-Fermi pressure is \(P(n) = (3\pi^2)^{2/3}n^{5/3}/5\), and \(v_F = (3\pi^2 n)^{1/3}\).

```lean
/-- Thomas-Fermi pressure `(3π²)^(2/3) n^(5/3) / 5` in atomic units. -/
def pressure (n : ℝ) : ℝ := (3 * Real.pi ^ 2) ^ (2 / 3 : ℝ) * n ^ (5 / 3 : ℝ) / 5

/-- Fermi velocity `(3π² n)^(1/3)` in atomic units. -/
def fermiVelocity (n : ℝ) : ℝ := (3 * Real.pi ^ 2 * n) ^ (1 / 3 : ℝ)
```

All four are definitions; none is derived here from a kinetic or fluid equation. Collisions, quantum recoil, gradient corrections and exchange-correlation are absent. The filter `𝓝[≠] 0` means \(s\to0\) with \(s\neq0\).

## (a) Angular moments

Show that \(\int_{-1}^{1}(u^2+cu^4)\,du = \tfrac23+\tfrac25c\) for real \(c\).

The primitive is \(u^3/3 + cu^5/5\), which is odd, so the integral is twice its value at 1. The proof splits the sum with `integral_add` and evaluates each power with `integral_pow`.

```lean
/-- Angular moments: the integral of `u² + c u⁴` over `[-1, 1]` is `2/3 + 2c/5`. -/
theorem angular_moments (c : ℝ) :
    ∫ u in (-1 : ℝ)..1, (u ^ 2 + c * u ^ 4) = 2 / 3 + 2 / 5 * c := by
  rw [intervalIntegral.integral_add (by apply Continuous.intervalIntegrable; fun_prop)
    (by apply Continuous.intervalIntegrable; fun_prop),
    intervalIntegral.integral_const_mul, integral_pow, integral_pow]
  ring1
```

## (b) Two-sided bound on g

Show that for \(|s|<1\)
\[ 1+\tfrac35 s^2 \;\le\; g(s) \;\le\; 1+\tfrac35\,\frac{s^2}{1-s^2}. \]

For \(u\in[-1,1]\) the denominator satisfies \(1-s^2u^2 \ge 1-s^2>0\) (`hD`), so the integrand is continuous (`hint`). From \((u^2+s^2u^4)(1-s^2u^2) = u^2 - s^4u^6 \le u^2\) the integrand is at least \(u^2+s^2u^4\) (`hlow`). From
\[ \frac{u^2}{1-s^2u^2} = u^2+\frac{s^2u^4}{1-s^2u^2} \le u^2+\frac{s^2}{1-s^2}u^4 \]
it is bounded above (`e1`, `e2`, giving `hup`). Part (a) with \(c=s^2\) and with \(c=s^2/(1-s^2)\), multiplied by \(3/2\), gives \(1+\tfrac35c\) in both cases. At \(s=0\) the bounds coincide and force \(g(0)=1\).

```lean
/-- For `|s| < 1` the kinetic factor lies between `1 + (3/5) s²` and
`1 + (3/5) s² / (1 - s²)`. -/
theorem kinetic_bounds {s : ℝ} (hs : |s| < 1) :
    1 + 3 / 5 * s ^ 2 ≤ kinetic s ∧ kinetic s ≤ 1 + 3 / 5 * (s ^ 2 / (1 - s ^ 2)) := by
  have hs2 : s ^ 2 < 1 := by
    have h := abs_lt.1 hs
    nlinarith [h.1, h.2]
  have h0 : 0 < 1 - s ^ 2 := by linarith
  -- the denominator stays above 1 - s² on the whole interval
  have hD : ∀ u ∈ Icc (-1 : ℝ) 1, 1 - s ^ 2 ≤ 1 - s ^ 2 * u ^ 2 := by
    intro u hu
    have hu2 : 0 ≤ 1 - u ^ 2 := by nlinarith [hu.1, hu.2]
    nlinarith [mul_nonneg (sq_nonneg s) hu2]
  have hint : IntervalIntegrable (fun u : ℝ => u ^ 2 / (1 - s ^ 2 * u ^ 2))
      MeasureTheory.volume (-1) 1 := by
    apply ContinuousOn.intervalIntegrable
    rw [uIcc_of_le (by norm_num)]
    exact ContinuousOn.div (by fun_prop) (by fun_prop)
      (fun u hu => (lt_of_lt_of_le h0 (hD u hu)).ne')
  have hpoly : ∀ c : ℝ, IntervalIntegrable (fun u : ℝ => u ^ 2 + c * u ^ 4)
      MeasureTheory.volume (-1) 1 := by
    intro c
    apply Continuous.intervalIntegrable
    fun_prop
  have hlow := intervalIntegral.integral_mono_on (by norm_num) (hpoly (s ^ 2)) hint (by
    intro u hu
    have hp := lt_of_lt_of_le h0 (hD u hu)
    have hq : 0 ≤ s ^ 4 * u ^ 6 := by positivity
    show u ^ 2 + s ^ 2 * u ^ 4 ≤ u ^ 2 / (1 - s ^ 2 * u ^ 2)
    rw [le_div_iff₀ hp]
    nlinarith [hq])
  have hup := intervalIntegral.integral_mono_on (by norm_num) hint
    (hpoly (s ^ 2 / (1 - s ^ 2))) (by
    intro u hu
    have hp := lt_of_lt_of_le h0 (hD u hu)
    show u ^ 2 / (1 - s ^ 2 * u ^ 2) ≤ u ^ 2 + s ^ 2 / (1 - s ^ 2) * u ^ 4
    -- split off the leading term, then bound the denominator of the remainder
    have e1 : u ^ 2 / (1 - s ^ 2 * u ^ 2)
        = u ^ 2 + s ^ 2 * u ^ 4 / (1 - s ^ 2 * u ^ 2) := by
      rw [div_eq_iff hp.ne', add_mul, div_mul_cancel₀ _ hp.ne']
      ring
    have e2 : s ^ 2 * u ^ 4 / (1 - s ^ 2 * u ^ 2) ≤ s ^ 2 * u ^ 4 / (1 - s ^ 2) :=
      div_le_div_of_nonneg_left (by positivity) h0 (hD u hu)
    have e3 : s ^ 2 / (1 - s ^ 2) * u ^ 4 = s ^ 2 * u ^ 4 / (1 - s ^ 2) := by ring
    rw [e1, e3]
    linarith)
  rw [angular_moments] at hlow hup
  unfold kinetic
  constructor <;> linarith
```

## (c) Hydrodynamic coefficient

Show that \((h_b(s)-1)/s^2\to b\) for every real \(b\).

Near \(s=0\) the denominator \(1-bs^2\) is nonzero (`hne`), and for \(s\ne0\)
\[ \frac{h_b(s)-1}{s^2} = \frac{b}{1-bs^2}, \]
which is continuous at 0 with value \(b\) (`ht`). The step `ht.congr'` carries the limit across this identity.

```lean
/-- The second-order coefficient of the hydrodynamic factor is `b`:
`(1/(1 - b s²) - 1) / s² → b` as `s → 0`. -/
theorem hydro_limit (b : ℝ) :
    Tendsto (fun s => (hydro b s - 1) / s ^ 2) (𝓝[≠] 0) (𝓝 b) := by
  have hc : ContinuousAt (fun s : ℝ => 1 - b * s ^ 2) 0 := by fun_prop
  have hne : ∀ᶠ s in 𝓝 (0 : ℝ), 1 - b * s ^ 2 ≠ 0 := hc.eventually_ne (by simp)
  have hq : ContinuousAt (fun s : ℝ => b / (1 - b * s ^ 2)) 0 :=
    ContinuousAt.div continuousAt_const hc (by simp)
  have ht : Tendsto (fun s : ℝ => b / (1 - b * s ^ 2)) (𝓝[≠] 0) (𝓝 b) := by
    simpa using hq.tendsto.mono_left (nhdsWithin_le_nhds (s := {0}ᶜ))
  refine ht.congr' ?_
  filter_upwards [nhdsWithin_le_nhds hne, self_mem_nhdsWithin] with s h1 h2
  have h1' : 1 - b * s ^ 2 ≠ 0 := h1
  have h2' : s ^ 2 ≠ 0 := pow_ne_zero 2 h2
  unfold hydro
  rw [eq_div_iff h2', eq_sub_iff_add_eq, eq_div_iff h1', add_mul, mul_right_comm,
    div_mul_cancel₀ _ h1']
  ring
```

## (d) Kinetic coefficient

Show that \((g(s)-1)/s^2\to\tfrac35\).

For \(0<|s|<1\), subtracting 1 in (b) and dividing by \(s^2>0\) gives
\[ \tfrac35 \le \frac{g(s)-1}{s^2} \le \frac{3/5}{1-s^2}. \]
The right side tends to \(3/5\) (`ht`), and the squeeze theorem applies; its two side goals are these inequalities.

```lean
/-- The second-order coefficient of the kinetic factor is `3/5`:
`(g(s) - 1) / s² → 3/5` as `s → 0`. -/
theorem kinetic_limit :
    Tendsto (fun s => (kinetic s - 1) / s ^ 2) (𝓝[≠] 0) (𝓝 (3 / 5)) := by
  have hev : ∀ᶠ s in 𝓝 (0 : ℝ), |s| < 1 := by
    filter_upwards [Ioo_mem_nhds (show (-1 : ℝ) < 0 by norm_num) (show (0 : ℝ) < 1 by norm_num)]
      with s hs using abs_lt.2 ⟨hs.1, hs.2⟩
  have hc : ContinuousAt (fun s : ℝ => 3 / 5 / (1 - s ^ 2)) 0 :=
    ContinuousAt.div continuousAt_const (by fun_prop) (by simp)
  have ht : Tendsto (fun s : ℝ => 3 / 5 / (1 - s ^ 2)) (𝓝[≠] 0) (𝓝 (3 / 5)) := by
    simpa using hc.tendsto.mono_left (nhdsWithin_le_nhds (s := {0}ᶜ))
  -- squeeze between 3/5 and (3/5)/(1 - s²)
  refine tendsto_of_tendsto_of_tendsto_of_le_of_le' tendsto_const_nhds ht ?_ ?_
  · filter_upwards [nhdsWithin_le_nhds hev, self_mem_nhdsWithin] with s h1 h2
    have h2' : s ≠ 0 := h2
    have hp : 0 < s ^ 2 := by positivity
    rw [le_div_iff₀ hp]
    linarith [(kinetic_bounds h1).1]
  · filter_upwards [nhdsWithin_le_nhds hev, self_mem_nhdsWithin] with s h1 h2
    have h2' : s ≠ 0 := h2
    have hp : 0 < s ^ 2 := by positivity
    have e : 3 / 5 / (1 - s ^ 2) * s ^ 2 = 3 / 5 * (s ^ 2 / (1 - s ^ 2)) := by ring
    rw [div_le_iff₀ hp, e]
    linarith [(kinetic_bounds h1).2]
```

## (e) Matching through order s²

Show that \((g(s)-h_b(s))/s^2\to0\) if and only if \(b=\tfrac35\).

The quotient equals \((g-1)/s^2-(h_b-1)/s^2\), so by (c) and (d) it tends to \(\tfrac35-b\). Limits are unique (`tendsto_nhds_unique`), so the limit is 0 exactly when \(b=\tfrac35\).

```lean
/-- The hydrodynamic factor agrees with the kinetic one through order `s²` exactly when
`b = 3/5`. -/
theorem match_iff (b : ℝ) :
    Tendsto (fun s => (kinetic s - hydro b s) / s ^ 2) (𝓝[≠] 0) (𝓝 0) ↔ b = 3 / 5 := by
  have h : Tendsto (fun s => (kinetic s - hydro b s) / s ^ 2) (𝓝[≠] 0) (𝓝 (3 / 5 - b)) :=
    (kinetic_limit.sub (hydro_limit b)).congr (fun s => by ring)
  constructor
  · intro h0
    have := tendsto_nhds_unique h h0
    linarith
  · intro hb
    have e : 3 / 5 - b = 0 := by rw [hb]; ring
    rwa [e] at h
```

## (f) The factor with b = 1/3 lies below g

Show that \(h_{1/3}(s)<g(s)\) for \(0<|s|<1\).

By (b) it suffices that \(1/(1-s^2/3)<1+\tfrac35s^2\). Since \(1-s^2/3>0\), this follows from
\[ \left(1+\tfrac35s^2\right)\left(1-\tfrac13 s^2\right)-1 = \tfrac1{15}s^2+\tfrac15s^2(1-s^2)>0 . \]
The product \(s^2(1-s^2)\) is the hint passed to `nlinarith`. At \(s=0\) both factors equal 1, hence the hypothesis `h0`.

At \(s=\tfrac12\), part (b) gives \(1.15\le g\le1.2\), while \(h_{1/3}=12/11\approx1.091\) and \(h_{3/5}=20/17\approx1.176\). Direct integration gives \(g(\tfrac12)=12(\ln3-1)\approx1.183\).

```lean
/-- For `0 < |s| < 1` the hydrodynamic factor with `b = 1/3` lies strictly below the
kinetic factor. -/
theorem hydro_third_lt_kinetic {s : ℝ} (h0 : s ≠ 0) (hs : |s| < 1) :
    hydro (1 / 3) s < kinetic s := by
  have hp : 0 < s ^ 2 := by positivity
  have hs2 : s ^ 2 < 1 := by
    have h := abs_lt.1 hs
    nlinarith [h.1, h.2]
  refine lt_of_lt_of_le ?_ (kinetic_bounds hs).1
  unfold hydro
  rw [div_lt_iff₀ (by linarith)]
  nlinarith [mul_pos hp (sub_pos.2 hs2)]
```

## (g) Slope of the Thomas-Fermi pressure

Show that \(P'(n)=v_F^2/3\) for \(n>0\).

The power rule gives \(\frac{d}{dn}n^{5/3}=\tfrac53n^{2/3}\) (`hd`), so \(P'=(3\pi^2)^{2/3}n^{2/3}/3\). Also \(v_F^2=(3\pi^2n)^{2/3}=(3\pi^2)^{2/3}n^{2/3}\) (`hv`). The exponents are real numbers, and `hn` supplies the positivity used for the power laws and the derivative. At \(n=1/(3\pi^2)\), \(v_F=1\) and \(P'=\tfrac13\).

```lean
/-- At positive density the Thomas-Fermi pressure has derivative `v_F² / 3`. -/
theorem pressure_hasDerivAt {n : ℝ} (hn : 0 < n) :
    HasDerivAt pressure (fermiVelocity n ^ 2 / 3) n := by
  have key : ∀ x : ℝ, 0 < x → (x ^ (1 / 3 : ℝ)) ^ 2 = x ^ (2 / 3 : ℝ) := by
    intro x hx
    rw [sq, ← Real.rpow_add hx]
    norm_num
  have hv : fermiVelocity n ^ 2 = (3 * Real.pi ^ 2) ^ (2 / 3 : ℝ) * n ^ (2 / 3 : ℝ) := by
    unfold fermiVelocity
    rw [key _ (by positivity), Real.mul_rpow (by positivity) hn.le]
  have hd : HasDerivAt (fun x : ℝ => x ^ (5 / 3 : ℝ)) (5 / 3 * n ^ (5 / 3 - 1 : ℝ)) n :=
    Real.hasDerivAt_rpow_const (Or.inl hn.ne')
  have e : (5 / 3 - 1 : ℝ) = 2 / 3 := by norm_num
  rw [e] at hd
  have h := (hd.const_mul ((3 * Real.pi ^ 2) ^ (2 / 3 : ℝ))).div_const 5
  refine HasDerivAt.congr_deriv h ?_
  rw [hv]
  ring
```

## (h) 3/5 against 1/3

Show that for any \(n>0\) the kinetic coefficient is \(\tfrac35\), that \(P'(n)=v_F^2/3\), and that \(h_b\) with \(b=P'(n)/v_F^2\) has coefficient \(\tfrac13\).

The choice of \(b\) is the fluid relation \(\beta^2=P'(n)\) for unit mass, written into the statement as `deriv pressure n / fermiVelocity n ^ 2`. Because \(v_F>0\) (`hv`), part (g) gives \(b=\tfrac13\) at every density (`hb`), and (d), (g) and (c) supply the three claims.

In the longitudinal linear response of a uniform collisionless gas, an orbital-free fluid model closed by the Thomas-Fermi pressure alone therefore reproduces only \(5/9\) of the kinetic \(s^2\) coefficient. Setting the dielectric function to zero suggests, at small \(q\), a plasmon dispersion \(\omega^2\approx\omega_p^2+bv_F^2q^2\) with \(b=\tfrac35\) or \(\tfrac13\); that step, like the logarithmic value in (f), is not among the theorems.

```lean
/-- As `s → 0` the kinetic second-order coefficient is `3/5`, while at any density `n > 0` the
Thomas-Fermi pressure has `P'(n) = v_F² / 3` and the hydrodynamic factor with
`b = P'(n) / v_F²` has coefficient `1/3`. -/
theorem kinetic_vs_thomasFermi_hydro {n : ℝ} (hn : 0 < n) :
    Tendsto (fun s => (kinetic s - 1) / s ^ 2) (𝓝[≠] 0) (𝓝 (3 / 5)) ∧
    HasDerivAt pressure (fermiVelocity n ^ 2 / 3) n ∧
    Tendsto (fun s => (hydro (deriv pressure n / fermiVelocity n ^ 2) s - 1) / s ^ 2)
      (𝓝[≠] 0) (𝓝 (1 / 3)) := by
  have hv : 0 < fermiVelocity n := by
    unfold fermiVelocity
    positivity
  have hb : deriv pressure n / fermiVelocity n ^ 2 = 1 / 3 := by
    rw [(pressure_hasDerivAt hn).deriv, div_eq_iff (pow_ne_zero 2 hv.ne')]
    ring
  rw [hb]
  exact ⟨kinetic_limit, pressure_hasDerivAt hn, hydro_limit _⟩

end

end HydrodynamicDispersion
```

```lean
#print axioms HydrodynamicDispersion.match_iff
-- 'HydrodynamicDispersion.match_iff' depends on axioms: [propext, Classical.choice, Quot.sound]
#print axioms HydrodynamicDispersion.hydro_third_lt_kinetic
-- 'HydrodynamicDispersion.hydro_third_lt_kinetic' depends on axioms: [propext, Classical.choice, Quot.sound]
#print axioms HydrodynamicDispersion.kinetic_vs_thomasFermi_hydro
-- 'HydrodynamicDispersion.kinetic_vs_thomasFermi_hydro' depends on axioms: [propext, Classical.choice, Quot.sound]
```
